# Fitting coefficients under an overlap error D: ‖c′ − c‖ ≤ q‖c‖/(1 − q) for invertible S and ‖S⁻¹D‖ ≤ q < 1

A function f is fitted in a finite non-orthogonal basis χᵢ as f ≈ Σᵢ cᵢχᵢ. Least squares gives the linear system S c = b, with overlap matrix Sᵢⱼ = ⟨χᵢ|χⱼ⟩ and projections bᵢ = ⟨χᵢ|f⟩. If the overlaps come from quadrature, or small elements are neglected, the matrix in hand is S + D, with an error matrix D, and the computed coefficients c′ solve (S + D)c′ = b. The question is whether S + D stays invertible and how far c′ lies from c. Density fitting without constraints in a finite auxiliary basis leads to systems of this form, with S the metric matrix of the chosen inner product (for instance the Coulomb metric) and b the projections in the same inner product. Each bound below applies to them under the hypotheses stated with it.

## Vectors, norms and the condition number

The finite type `n` labels the basis functions. The entries of S and D are arbitrary complex numbers, and neither matrix is assumed Hermitian or positive.

```lean
import Mathlib

open Matrix

namespace FittingUnderOverlapErrors

noncomputable section

variable {n : Type*} [Fintype n] [DecidableEq n]
```

A coefficient vector v has the Euclidean length

‖v‖ = (Σᵢ |vᵢ|²)^(1/2).

This measures coefficients, and the norm (v†Sv)^(1/2) of the fitted function is not treated.

```lean
/-- Euclidean length of a complex coefficient vector. -/
def vnorm (v : n → ℂ) : ℝ := ‖(WithLp.toLp 2 v : EuclideanSpace ℂ n)‖
```

For a matrix A, ‖A‖ is the largest stretching factor, the norm of A as a linear map of Euclidean space.

```lean
/-- Operator norm of a square matrix acting on coefficient vectors with the Euclidean length. -/
def opNorm (A : Matrix n n ℂ) : ℝ := ‖Matrix.toEuclideanCLM (n := n) (𝕜 := ℂ) A‖
```

The condition number is κ = ‖S‖‖S⁻¹‖. Lean's `S⁻¹` is the zero matrix when S is singular, a case that the hypothesis `IsUnit S.det` (det S ≠ 0) excludes in every theorem about S.

```lean
/-- Condition number `‖S‖ ‖S⁻¹‖` of an overlap matrix. -/
def condNum (S : Matrix n n ℂ) : ℝ := opNorm S * opNorm S⁻¹
```

Two inequalities carry the argument. The first, for vectors x and y, is

‖x − y‖ ≤ ‖x‖ + ‖y‖.

```lean
omit [DecidableEq n] in
/-- Triangle inequality for the difference of two coefficient vectors. -/
theorem vnorm_sub_le (x y : n → ℂ) : vnorm (x - y) ≤ vnorm x + vnorm y := by
  have h : (WithLp.toLp 2 (x - y) : EuclideanSpace ℂ n)
      = WithLp.toLp 2 x - WithLp.toLp 2 y := by
    rfl
  unfold vnorm
  rw [h]
  exact norm_sub_le _ _
```

The second is

‖Ax‖ ≤ ‖A‖‖x‖.

```lean
/-- A matrix stretches a vector by at most its operator norm. -/
theorem vnorm_mulVec_le (A : Matrix n n ℂ) (x : n → ℂ) :
    vnorm (A *ᵥ x) ≤ opNorm A * vnorm x := by
  have h : (WithLp.toLp 2 (A *ᵥ x) : EuclideanSpace ℂ n)
      = Matrix.toEuclideanCLM (n := n) (𝕜 := ℂ) A (WithLp.toLp 2 x) := by
    rfl
  unfold vnorm opNorm
  rw [h]
  exact ContinuousLinearMap.le_opNorm _ _
```

With 1 the unit matrix and a complex, ‖a·1‖ = |a|. This needs at least one basis function (`Nonempty n`), since every norm vanishes for an empty basis.

```lean
/-- For a nonempty index type, a multiple `a` of the unit matrix has operator norm `|a|`. -/
theorem opNorm_smul_one [Nonempty n] (a : ℂ) :
    opNorm (a • (1 : Matrix n n ℂ)) = ‖a‖ := by
  unfold opNorm
  rw [map_smul, map_one, norm_smul, norm_one, mul_one]
```

## The perturbed overlap stays invertible

Let q be a real number with ‖S⁻¹D‖ ≤ q. It bounds the overlap error measured relative to S itself, and it is an assumed input, not derived from any quadrature or screening scheme. For any v,

S⁻¹(S + D)v = v + S⁻¹Dv,

which is `key` in the code. Writing v = (v + S⁻¹Dv) − S⁻¹Dv and using both inequalities (`h1`, then `h2` and `h3`),

‖v‖ ≤ ‖S⁻¹(S + D)v‖ + q‖v‖,

(1 − q)‖v‖ ≤ ‖S⁻¹(S + D)v‖.

```lean
/-- If `S` is invertible and `‖S⁻¹ D‖ ≤ q`, then `S⁻¹ (S + D) v` is at least `1 - q` times as long
as `v`. -/
theorem perturbed_lower_bound {S D : Matrix n n ℂ} {q : ℝ} (hS : IsUnit S.det)
    (hq : opNorm (S⁻¹ * D) ≤ q) (v : n → ℂ) :
    (1 - q) * vnorm v ≤ vnorm (S⁻¹ *ᵥ ((S + D) *ᵥ v)) := by
  -- S⁻¹ (S + D) = 1 + S⁻¹ D
  have key : S⁻¹ *ᵥ ((S + D) *ᵥ v) = v + (S⁻¹ * D) *ᵥ v := by
    rw [mulVec_mulVec, Matrix.mul_add, nonsing_inv_mul _ hS, add_mulVec, one_mulVec]
  have h1 := vnorm_sub_le (v + (S⁻¹ * D) *ᵥ v) ((S⁻¹ * D) *ᵥ v)
  rw [add_sub_cancel_right] at h1
  have h2 := vnorm_mulVec_le (S⁻¹ * D) v
  have h0 : 0 ≤ vnorm v := norm_nonneg _
  have h3 := mul_le_mul_of_nonneg_right hq h0
  rw [key]
  linarith
```

Now take q < 1. If det(S + D) = 0, some v ≠ 0 has (S + D)v = 0, supplied by `Matrix.exists_mulVec_eq_zero_iff`. Then

(1 − q)‖v‖ ≤ 0,

and 1 − q > 0 forces ‖v‖ = 0 (the `nlinarith` step), contradicting v ≠ 0.

```lean
/-- If `S` is invertible and `‖S⁻¹ D‖ ≤ q < 1`, the perturbed overlap `S + D` is invertible. -/
theorem perturbed_invertible {S D : Matrix n n ℂ} {q : ℝ} (hS : IsUnit S.det)
    (hq : opNorm (S⁻¹ * D) ≤ q) (hq1 : q < 1) : IsUnit (S + D).det := by
  rw [isUnit_iff_ne_zero]
  intro hdet
  -- a null vector of S + D would have length at most zero
  obtain ⟨v, hv, hv0⟩ := Matrix.exists_mulVec_eq_zero_iff.mpr hdet
  have h := perturbed_lower_bound hS hq v
  have hz : vnorm (0 : n → ℂ) = 0 := by simp [vnorm]
  rw [hv0, mulVec_zero, hz] at h
  have h0 : 0 ≤ vnorm v := norm_nonneg _
  have h1 : vnorm v = 0 := by nlinarith
  have h2 : (WithLp.toLp 2 v : EuclideanSpace ℂ n) = 0 := norm_eq_zero.mp h1
  apply hv
  have h3 := congrArg WithLp.ofLp h2
  simpa using h3
```

## The error in the coefficients

Allow an error δ in the projections as well, so that S c = b and (S + D)c′ = b + δ. Subtracting (S + D)c = b + Dc gives `he`:

(S + D)(c′ − c) = δ − Dc.

The lower bound with v = c′ − c, followed by the two inequalities, yields

(1 − q)‖c′ − c‖ ≤ ‖S⁻¹δ − S⁻¹Dc‖ ≤ ‖S⁻¹δ‖ + q‖c‖.

Dividing by 1 − q > 0, which `le_div_iff₀` does,

‖c′ − c‖ ≤ (q‖c‖ + ‖S⁻¹δ‖)/(1 − q).

```lean
/-- Errors `D` in the overlap and `δ` in the right-hand side together: if `S` is invertible, `S c =
b` and `(S + D) c' = b + δ` with `‖S⁻¹ D‖ ≤ q < 1`, then `‖c' - c‖ ≤ (q ‖c‖ + ‖S⁻¹ δ‖) / (1 - q)`.
-/
theorem coefficient_error_with_data_error {S D : Matrix n n ℂ} {q : ℝ} (hS : IsUnit S.det)
    (hq : opNorm (S⁻¹ * D) ≤ q) (hq1 : q < 1) {b δ c c' : n → ℂ}
    (h : S *ᵥ c = b) (h' : (S + D) *ᵥ c' = b + δ) :
    vnorm (c' - c) ≤ (q * vnorm c + vnorm (S⁻¹ *ᵥ δ)) / (1 - q) := by
  -- the error obeys (S + D)(c' - c) = δ - D c
  have he : (S + D) *ᵥ (c' - c) = δ - D *ᵥ c := by
    rw [mulVec_sub, h', add_mulVec, h]
    abel
  have h1 := perturbed_lower_bound hS hq (c' - c)
  rw [he, mulVec_sub, mulVec_mulVec] at h1
  have h2 := vnorm_sub_le (S⁻¹ *ᵥ δ) ((S⁻¹ * D) *ᵥ c)
  have h3 := vnorm_mulVec_le (S⁻¹ * D) c
  have h0 : 0 ≤ vnorm c := norm_nonneg _
  have h4 := mul_le_mul_of_nonneg_right hq h0
  rw [le_div_iff₀ (by linarith)]
  linarith
```

The main theorem, `coefficient_error_bound`, sets δ = 0. For invertible S and any D with ‖S⁻¹D‖ ≤ q < 1 it states that det(S + D) ≠ 0 and that all b, c, c′ with S c = b and (S + D)c′ = b satisfy

‖c′ − c‖ ≤ q‖c‖/(1 − q).

Here `S *ᵥ c` is the matrix–vector product. Both systems are assumed to hold exactly. If a linear solver returns an inexact c′, its residual (S + D)c′ − b plays the part of δ in the preceding theorem.

```lean
/-- Fitting coefficients under overlap errors: if `S` is invertible and `‖S⁻¹ D‖ ≤ q < 1`,
then `S + D` is invertible, and `S c = b`, `(S + D) c' = b` give
`‖c' - c‖ ≤ q ‖c‖ / (1 - q)`. -/
theorem coefficient_error_bound {S D : Matrix n n ℂ} {q : ℝ} (hS : IsUnit S.det)
    (hq : opNorm (S⁻¹ * D) ≤ q) (hq1 : q < 1) :
    IsUnit (S + D).det ∧ ∀ b c c' : n → ℂ, S *ᵥ c = b → (S + D) *ᵥ c' = b →
      vnorm (c' - c) ≤ q * vnorm c / (1 - q) := by
  refine ⟨perturbed_invertible hS hq hq1, fun b c c' h h' => ?_⟩
  have h0 : (S + D) *ᵥ c' = b + 0 := by rw [add_zero, h']
  have h1 := coefficient_error_with_data_error hS hq hq1 h h0
  have hz : vnorm (0 : n → ℂ) = 0 := by simp [vnorm]
  rwa [mulVec_zero, hz, add_zero] at h1
```

## Near dependence through the condition number

Suppose that only the size of D is known, ‖D‖ ≤ ε‖S‖, where ε is the relative accuracy of the overlap matrix. The operator norm is submultiplicative (`h1`), so

‖S⁻¹D‖ ≤ ‖S⁻¹‖‖D‖ ≤ ε‖S⁻¹‖‖S‖ = κε.

If κε < 1, the main theorem with q = κε gives invertibility of S + D and

‖c′ − c‖ ≤ κε‖c‖/(1 − κε).

For a positive definite overlap, κ is the ratio of the largest to the smallest eigenvalue and grows as the basis nears linear dependence, a standard fact that none of the theorems here establishes.

```lean
/-- If `S` is invertible, the overlap error satisfies `‖D‖ ≤ ε ‖S‖` and `κ ε < 1` for the condition
number `κ` of `S`, then `S + D` is invertible and `‖c' - c‖ ≤ κ ε ‖c‖ / (1 - κ ε)`. -/
theorem coefficient_error_condNum {S D : Matrix n n ℂ} {ε : ℝ} (hS : IsUnit S.det)
    (hD : opNorm D ≤ ε * opNorm S) (hκ : condNum S * ε < 1) :
    IsUnit (S + D).det ∧ ∀ b c c' : n → ℂ, S *ᵥ c = b → (S + D) *ᵥ c' = b →
      vnorm (c' - c) ≤ condNum S * ε * vnorm c / (1 - condNum S * ε) := by
  refine coefficient_error_bound hS ?_ hκ
  -- the operator norm is submultiplicative
  have h1 : opNorm (S⁻¹ * D) ≤ opNorm S⁻¹ * opNorm D := by
    unfold opNorm
    rw [map_mul]
    exact norm_mul_le _ _
  have h0 : 0 ≤ opNorm S⁻¹ := norm_nonneg _
  calc opNorm (S⁻¹ * D) ≤ opNorm S⁻¹ * opNorm D := h1
    _ ≤ opNorm S⁻¹ * (ε * opNorm S) := mul_le_mul_of_nonneg_left hD h0
    _ = condNum S * ε := by unfold condNum; ring
```

## Equality for D = −qS and failure at q = 1

Take a nonempty basis, 0 ≤ q < 1 and D = −qS, which scales every overlap by the common factor 1 − q. Then S⁻¹D = −q·1 and ‖S⁻¹D‖ = q. The two systems give S c = (1 − q)S c′, and multiplying by S⁻¹ (`hc`, `hd`),

c = (1 − q)c′,  c′ − c = qc′.

With ‖rv‖ = r‖v‖ for real r ≥ 0 (`hsm`), ‖c‖ = (1 − q)‖c′‖ and ‖c′ − c‖ = q‖c′‖, so for every b

‖c′ − c‖ = q‖c‖/(1 − q).

The equality concerns the bound in q, and attainment of the κε form is not claimed.

```lean
/-- The bound is attained: for a nonempty basis, invertible `S` and the overlap error `D = -q S`
with `0 ≤ q < 1` one has `‖S⁻¹ D‖ = q` and `‖c' - c‖ = q ‖c‖ / (1 - q)` for every right-hand side.
-/
theorem coefficient_error_sharp [Nonempty n] {S : Matrix n n ℂ} {q : ℝ} (hS : IsUnit S.det)
    (hq0 : 0 ≤ q) (hq1 : q < 1) :
    opNorm (S⁻¹ * ((-(q : ℂ)) • S)) = q ∧
      ∀ b c c' : n → ℂ, S *ᵥ c = b → (S + (-(q : ℂ)) • S) *ᵥ c' = b →
        vnorm (c' - c) = q * vnorm c / (1 - q) := by
  constructor
  · rw [Matrix.mul_smul, nonsing_inv_mul _ hS, opNorm_smul_one, norm_neg, Complex.norm_real,
      Real.norm_of_nonneg hq0]
  · intro b c c' h h'
    have hsm : ∀ (r : ℝ) (v : n → ℂ), 0 ≤ r → vnorm ((r : ℂ) • v) = r * vnorm v := by
      intro r v hr
      have e : (WithLp.toLp 2 ((r : ℂ) • v) : EuclideanSpace ℂ n)
          = (r : ℂ) • WithLp.toLp 2 v := by
        rfl
      unfold vnorm
      rw [e, norm_smul, Complex.norm_real, Real.norm_of_nonneg hr]
    have hA : ((-(q : ℂ)) • S) *ᵥ c' = (-(q : ℂ)) • (S *ᵥ c') := by
      ext i
      simp [Matrix.mulVec, dotProduct, Finset.mul_sum, mul_assoc]
    -- cancelling S gives c = (1 - q) c'
    have h1 : S *ᵥ c = S *ᵥ (((1 - q : ℝ) : ℂ) • c') := by
      rw [h, ← h', add_mulVec, hA, mulVec_smul]
      push_cast
      module
    have hc : c = ((1 - q : ℝ) : ℂ) • c' := by
      have h2 := congrArg (fun v => S⁻¹ *ᵥ v) h1
      simpa only [mulVec_mulVec, nonsing_inv_mul _ hS, one_mulVec] using h2
    have hd : c' - c = (q : ℂ) • c' := by
      rw [hc]
      push_cast
      module
    have hpos : 0 < 1 - q := by linarith
    rw [hd, hc, hsm q c' hq0, hsm (1 - q) c' hpos.le, eq_div_iff hpos.ne']
    ring
```

At q = 1 the same family gives D = −S, with

‖S⁻¹D‖ = ‖−1‖ = 1,  S + D = 0.

The zero matrix of a nonempty basis has zero determinant, so ‖S⁻¹D‖ ≤ 1 does not ensure that S + D is invertible.

```lean
/-- At `q = 1` invertibility can fail: for a nonempty basis and invertible `S`, the error `D = -S`
has `‖S⁻¹ D‖ = 1` and `S + D` is singular. -/
theorem threshold_sharp [Nonempty n] {S : Matrix n n ℂ} (hS : IsUnit S.det) :
    opNorm (S⁻¹ * ((-1 : ℂ) • S)) = 1 ∧ ¬ IsUnit (S + (-1 : ℂ) • S).det := by
  constructor
  · rw [Matrix.mul_smul, nonsing_inv_mul _ hS, opNorm_smul_one, norm_neg, norm_one]
  · have h : S + (-1 : ℂ) • S = 0 := by
      rw [neg_one_smul, add_neg_cancel]
    rw [h]
    simp

end

end FittingUnderOverlapErrors
```

```lean
#print axioms FittingUnderOverlapErrors.coefficient_error_bound
-- 'FittingUnderOverlapErrors.coefficient_error_bound' depends on axioms: [propext, Classical.choice, Quot.sound]
#print axioms FittingUnderOverlapErrors.coefficient_error_condNum
-- 'FittingUnderOverlapErrors.coefficient_error_condNum' depends on axioms: [propext, Classical.choice, Quot.sound]
#print axioms FittingUnderOverlapErrors.coefficient_error_sharp
-- 'FittingUnderOverlapErrors.coefficient_error_sharp' depends on axioms: [propext, Classical.choice, Quot.sound]
#print axioms FittingUnderOverlapErrors.threshold_sharp
-- 'FittingUnderOverlapErrors.threshold_sharp' depends on axioms: [propext, Classical.choice, Quot.sound]
```
